# Orthonormal Lagrange-mesh functions from Christoffel–Darboux kernels at polynomial roots

In a Lagrange-mesh calculation, Gauss quadrature turns the potential into a diagonal matrix of its values at the mesh points. The standard basis functions for this are orthonormal, and each vanishes at every mesh point but its own. The file below constructs such functions from polynomials that begin with a constant, obey a three-term recurrence and are orthonormal under a linear functional, with roots of the next polynomial in the recurrence as mesh points.

```lean
import Mathlib

open Polynomial Finset

namespace LagrangeMesh

noncomputable section

/-- The three-term recurrence `x p_n = a_(n+1) p_(n+1) + b_n p_n + a_n p_(n-1)` for `n = 0` and
for all `n < N`, where the last term is absent at `n = 0`. -/
structure ThreeTerm (a b : ℕ → ℝ) (p : ℕ → ℝ[X]) (N : ℕ) : Prop where
  zero : X * p 0 = C (a 1) * p 1 + C (b 0) * p 0
  succ : ∀ n, n + 1 < N → X * p (n + 1) =
    C (a (n + 2)) * p (n + 2) + C (b (n + 1)) * p (n + 1) + C (a (n + 1)) * p n

/-- The polynomials `p_0, ..., p_(N-1)` are orthonormal under the linear functional `L`. -/
def OrthonormalUpTo (L : ℝ[X] →ₗ[ℝ] ℝ) (p : ℕ → ℝ[X]) (N : ℕ) : Prop :=
  ∀ m < N, ∀ n < N, L (p m * p n) = if m = n then 1 else 0

/-- The kernel `K(x,y) = ∑_(n<N) p_n(x) p_n(y)`, as a polynomial in `x` for fixed `y`. -/
def kernel (p : ℕ → ℝ[X]) (N : ℕ) (y : ℝ) : ℝ[X] :=
  ∑ n ∈ range N, C ((p n).eval y) * p n

/-- The mesh function `K(x,y) / √K(y,y)` centred at `y`, as a polynomial in `x`; its domain
is `K(y,y) > 0`. -/
def meshFun (p : ℕ → ℝ[X]) (N : ℕ) (y : ℝ) : ℝ[X] :=
  C (1 / √((kernel p N y).eval y)) * kernel p N y

/-- The value of the kernel at `x` is the sum `∑_(n<N) p_n(y) p_n(x)`. -/
theorem kernel_eval (p : ℕ → ℝ[X]) (N : ℕ) (x y : ℝ) :
    (kernel p N y).eval x = ∑ n ∈ range N, (p n).eval y * (p n).eval x := by
  simp only [kernel, Polynomial.eval_finsetSum, eval_mul, eval_C]

/-- Christoffel–Darboux identity: for polynomials obeying the three-term recurrence, `(x - y)`
times the kernel of the first `N + 1` of them involves only `p_(N+1)` and `p_N`. -/
theorem christoffel_darboux {a b : ℕ → ℝ} {p : ℕ → ℝ[X]} {N : ℕ}
    (h : ThreeTerm a b p (N + 1)) (x y : ℝ) :
    (x - y) * (kernel p (N + 1) y).eval x =
      a (N + 1) * ((p (N + 1)).eval x * (p N).eval y - (p N).eval x * (p (N + 1)).eval y) := by
  induction N with
  | zero =>
    have hx := congrArg (eval x) h.zero
    have hy := congrArg (eval y) h.zero
    simp only [eval_mul, eval_add, eval_X, eval_C] at hx hy
    rw [kernel_eval, sum_range_succ, sum_range_zero]
    simp only [zero_add]
    linear_combination (p 0).eval y * hx - (p 0).eval x * hy
  | succ N ih =>
    have ih' := ih ⟨h.zero, fun n hn => h.succ n (by omega)⟩
    -- the recurrence for the newly added polynomial, at both points
    have hx := congrArg (eval x) (h.succ N (by omega))
    have hy := congrArg (eval y) (h.succ N (by omega))
    simp only [eval_mul, eval_add, eval_X, eval_C] at hx hy
    rw [kernel_eval] at ih' ⊢
    rw [sum_range_succ]
    linear_combination ih' + (p (N + 1)).eval y * hx - (p (N + 1)).eval x * hy

/-- Confluent Christoffel–Darboux identity: under the three-term recurrence, the diagonal
`K(y,y)` is given by `p_(N+1)`, `p_N` and their derivatives at `y`. -/
theorem kernel_diagonal {a b : ℕ → ℝ} {p : ℕ → ℝ[X]} {N : ℕ}
    (h : ThreeTerm a b p (N + 1)) (y : ℝ) :
    (kernel p (N + 1) y).eval y = a (N + 1) *
      ((derivative (p (N + 1))).eval y * (p N).eval y
        - (derivative (p N)).eval y * (p (N + 1)).eval y) := by
  have hp : (X - C y) * kernel p (N + 1) y = C (a (N + 1)) *
      (p (N + 1) * C ((p N).eval y) - p N * C ((p (N + 1)).eval y)) := by
    apply Polynomial.funext
    intro x
    simp only [eval_mul, eval_sub, eval_X, eval_C]
    exact christoffel_darboux h x y
  -- differentiate in `x` and set `x = y`
  have hd := congrArg (fun q => (derivative q).eval y) hp
  simp only [derivative_mul, derivative_sub, derivative_X, derivative_C, eval_mul, eval_sub,
    eval_add, eval_X, eval_C, eval_one, eval_zero] at hd
  linear_combination hd

/-- If `p_0` is a nonzero constant, the diagonal `K(y,y)` is positive at every real `y`. -/
theorem kernel_pos {p : ℕ → ℝ[X]} {c : ℝ} (h0 : p 0 = C c) (hc : c ≠ 0) (N : ℕ) (y : ℝ) :
    0 < (kernel p (N + 1) y).eval y := by
  rw [kernel_eval]
  refine sum_pos' (fun n _ => mul_self_nonneg _) ⟨0, mem_range.2 (Nat.succ_pos N), ?_⟩
  rw [h0, eval_C]
  exact mul_self_pos.2 hc

/-- Under the three-term recurrence with `p_0` a nonzero constant, every real root of `p_(N+1)`
is simple: the derivative does not vanish there. -/
theorem root_simple {a b : ℕ → ℝ} {p : ℕ → ℝ[X]} {N : ℕ} {c : ℝ}
    (h : ThreeTerm a b p (N + 1)) (h0 : p 0 = C c) (hc : c ≠ 0) {y : ℝ}
    (hy : (p (N + 1)).eval y = 0) : (derivative (p (N + 1))).eval y ≠ 0 := by
  intro hd
  have hK := kernel_pos h0 hc N y
  rw [kernel_diagonal h, hd, hy] at hK
  simp at hK

/-- Reproducing property: for orthonormal `p_0, ..., p_(N-1)`, pairing the kernel at `y` with
a linear combination of these polynomials returns its value at `y`. -/
theorem kernel_reproducing {L : ℝ[X] →ₗ[ℝ] ℝ} {p : ℕ → ℝ[X]} {N : ℕ}
    (h : OrthonormalUpTo L p N) (y : ℝ) (d : ℕ → ℝ) :
    L (kernel p N y * ∑ n ∈ range N, C (d n) * p n) =
      (∑ n ∈ range N, C (d n) * p n).eval y := by
  have hsum : kernel p N y * ∑ n ∈ range N, C (d n) * p n =
      ∑ m ∈ range N, ∑ n ∈ range N, ((p m).eval y * d n) • (p m * p n) := by
    rw [kernel, sum_mul_sum]
    refine sum_congr rfl fun m _ => sum_congr rfl fun n _ => ?_
    rw [smul_eq_C_mul, C_mul]
    ring
  rw [hsum, map_sum, Polynomial.eval_finsetSum]
  refine sum_congr rfl fun m hm => ?_
  -- orthonormality leaves only the term `n = m`
  rw [map_sum, sum_eq_single m]
  · rw [map_smul, h m (mem_range.1 hm) m (mem_range.1 hm), if_pos rfl]
    simp only [smul_eq_mul, mul_one, eval_mul, eval_C]
    ring
  · intro n hn hne
    rw [map_smul, h m (mem_range.1 hm) n (mem_range.1 hn), if_neg (Ne.symm hne), smul_zero]
  · intro hm'
    exact absurd hm hm'

/-- Lagrange-mesh basis: let the polynomials obey the three-term recurrence, with `p_0` constant
and `p_0, ..., p_N` orthonormal under `L`. Then the mesh functions centred at distinct roots of
`p_(N+1)` are orthonormal under `L`, and each vanishes at the other roots and equals
`√K(x_i,x_i)` at its own. -/
theorem mesh_basis {ι : Type*} [DecidableEq ι] {L : ℝ[X] →ₗ[ℝ] ℝ} {a b : ℕ → ℝ}
    {p : ℕ → ℝ[X]} {N : ℕ} {c : ℝ} (hrec : ThreeTerm a b p (N + 1)) (h0 : p 0 = C c)
    (horth : OrthonormalUpTo L p (N + 1)) {x : ι → ℝ} (hx : Function.Injective x)
    (hroot : ∀ i, (p (N + 1)).eval (x i) = 0) (i j : ι) :
    L (meshFun p (N + 1) (x i) * meshFun p (N + 1) (x j)) = (if i = j then 1 else 0) ∧
    (meshFun p (N + 1) (x i)).eval (x j) =
      if i = j then √((kernel p (N + 1) (x i)).eval (x i)) else 0 := by
  have hc : c ≠ 0 := by
    rintro rfl
    have h := horth 0 (Nat.succ_pos N) 0 (Nat.succ_pos N)
    rw [h0] at h
    simp at h
  -- the kernel is zero when its two arguments are different mesh points
  have hoff : ∀ k l, k ≠ l → (kernel p (N + 1) (x k)).eval (x l) = 0 := by
    intro k l hkl
    have h := christoffel_darboux hrec (x l) (x k)
    rw [hroot k, hroot l] at h
    have h2 : x l - x k ≠ 0 := sub_ne_zero.2 fun e => hkl (hx e.symm)
    have h3 : (x l - x k) * (kernel p (N + 1) (x k)).eval (x l) = 0 := by
      linear_combination h
    exact (mul_eq_zero.1 h3).resolve_left h2
  -- the overlap of two kernels is again the kernel
  have hL : L (kernel p (N + 1) (x i) * kernel p (N + 1) (x j)) =
      (kernel p (N + 1) (x j)).eval (x i) :=
    kernel_reproducing horth (x i) (fun n => (p n).eval (x j))
  have hprod : meshFun p (N + 1) (x i) * meshFun p (N + 1) (x j) =
      (1 / √((kernel p (N + 1) (x i)).eval (x i)) *
        (1 / √((kernel p (N + 1) (x j)).eval (x j)))) •
        (kernel p (N + 1) (x i) * kernel p (N + 1) (x j)) := by
    rw [smul_eq_C_mul, C_mul]
    simp only [meshFun]
    ring
  rw [hprod, map_smul, smul_eq_mul, hL, meshFun, eval_mul, eval_C]
  by_cases hij : i = j
  · subst hij
    rw [if_pos rfl, if_pos rfl]
    have hK := kernel_pos h0 hc N (x i)
    generalize (kernel p (N + 1) (x i)).eval (x i) = k at hK ⊢
    have hs : √k ≠ 0 := (Real.sqrt_pos.2 hK).ne'
    have hk : √k * √k = k := Real.mul_self_sqrt hK.le
    have h1 : 1 / √k * k = √k := by
      rw [one_div, inv_mul_eq_div, div_eq_iff hs, hk]
    exact ⟨by rw [mul_assoc, h1, one_div, inv_mul_cancel₀ hs], h1⟩
  · rw [if_neg hij, if_neg hij, hoff i j hij, hoff j i (Ne.symm hij), mul_zero, mul_zero]
    exact ⟨rfl, rfl⟩

/-- The polynomials `1`, `X`, and `X² - 1` from index two on. -/
def samplePoly : ℕ → ℝ[X]
  | 0 => 1
  | 1 => X
  | _ + 2 => X ^ 2 - 1

/-- The three-point functional `q ↦ (q(-2) + 6 q(0) + q(2)) / 8`. -/
def sampleFunctional : ℝ[X] →ₗ[ℝ] ℝ where
  toFun q := (q.eval (-2) + 6 * q.eval 0 + q.eval 2) / 8
  map_add' q r := by
    simp only [eval_add]
    ring
  map_smul' s q := by
    simp only [eval_smul, smul_eq_mul, RingHom.id_apply]
    ring

/-- The sample polynomials satisfy the recurrence for `n = 0` and `n = 1` with `a_n = 1`, `b_n = 0`;
`p_0` and `p_1` are orthonormal under the sample functional, `p_0 = 1`, and `1` and `-1` are roots
of `p_2`. -/
theorem mesh_basis_witness :
    ThreeTerm (fun _ => 1) (fun _ => 0) samplePoly 2 ∧ samplePoly 0 = C 1 ∧
    OrthonormalUpTo sampleFunctional samplePoly 2 ∧
    (samplePoly 2).eval 1 = 0 ∧ (samplePoly 2).eval (-1) = 0 := by
  refine ⟨⟨?_, ?_⟩, ?_, ?_, ?_, ?_⟩
  · change (X : ℝ[X]) * 1 = C 1 * X + C 0 * 1
    simp only [map_one, map_zero]
    ring
  · intro n hn
    obtain rfl : n = 0 := by omega
    change (X : ℝ[X]) * X = C 1 * (X ^ 2 - 1) + C 0 * X + C 1 * 1
    simp only [map_one, map_zero]
    ring
  · change (1 : ℝ[X]) = C 1
    exact C_1.symm
  · intro m hm n hn
    interval_cases m <;> interval_cases n <;> norm_num [sampleFunctional, samplePoly]
  · change ((X : ℝ[X]) ^ 2 - 1).eval 1 = 0
    simp only [eval_sub, eval_pow, eval_X, eval_one]
    norm_num
  · change ((X : ℝ[X]) ^ 2 - 1).eval (-1) = 0
    simp only [eval_sub, eval_pow, eval_X, eval_one]
    norm_num

end

end LagrangeMesh
```

```lean
#print axioms LagrangeMesh.root_simple
#print axioms LagrangeMesh.mesh_basis
```

```
'LagrangeMesh.root_simple' depends on axioms: [propext, Classical.choice, Quot.sound]
'LagrangeMesh.mesh_basis' depends on axioms: [propext, Classical.choice, Quot.sound]
```

## Orthonormal functions that vanish at each other's centres

Let $p_0,\dots,p_{N+1}$ be real polynomials, with $N\ge 0$, and let $a_n$, $b_n$ be real numbers such that
$$x\,p_n=a_{n+1}p_{n+1}+b_np_n+a_np_{n-1}\qquad(0\le n\le N),$$
where the last term is absent at $n=0$. This is `ThreeTerm a b p (N + 1)`, with the case $n=0$ in the field `zero` and the others in `succ`. The kernel is
$$K(x,y)=\sum_{n=0}^{N}p_n(x)p_n(y).$$
In Lean, `kernel p (N + 1) y` is the polynomial $K(\cdot,y)$, and `eval x` gives its value at $x$.

The main theorem, `mesh_basis`, takes a linear functional $L$ on real polynomials and assumes the following:

- the recurrence holds (`hrec`);
- $p_0$ is a constant $c$ (`h0`);
- $L(p_mp_n)=\delta_{mn}$ for $m,n\le N$ (`horth`);
- the points $x_i$ are distinct (`hx`) and are roots of $p_{N+1}$ (`hroot`).

For the functions
$$f_i(x)=\frac{K(x,x_i)}{\sqrt{K(x_i,x_i)}},$$
called `meshFun` in the file, it concludes that
$$L(f_if_j)=\delta_{ij},\qquad f_i(x_j)=\sqrt{K(x_i,x_i)}\;\delta_{ij}.$$

The polynomial $p_{N+1}$ supplies the mesh points but is not itself required to be normalised. The theorem holds for any collection of distinct real roots and does not say how many there are.

## The weight function behind the functional

The usual choice is $L(q)=\int w(x)q(x)\,dx$ with a positive weight $w$, for example a Gaussian for Hermite polynomials. The functions that represent a wave function are then $\varphi_i=\sqrt{w}\,f_i$, and $L(f_if_j)$ is their overlap $\int\varphi_i\varphi_j\,dx$. Of the functional, Lean needs only linearity and the stated orthonormality, so $L$ may equally be a discrete sum.

When the whole polynomial family is orthonormal, $b_n$ and $a_{n+1}$ are the diagonal and neighbouring matrix elements of position in the polynomial basis. The recurrence says that position couples only adjacent basis functions.

For the wave function of a particle in one dimension, expanded in finitely many such functions, the theorem supplies the overlap matrix and the zeros used by a discrete variable representation. Replacing the potential integrals by point values is a further approximation, made by Gauss quadrature, and its error is not treated here.

## The recurrence makes the kernel telescope

Define
$$D_n=a_{n+1}\bigl(p_{n+1}(x)p_n(y)-p_n(x)p_{n+1}(y)\bigr).$$
Take the recurrence at $x$ times $p_n(y)$ and subtract the recurrence at $y$ times $p_n(x)$. The $b_n$ terms cancel. For $n=0$ this leaves
$$(x-y)p_0(x)p_0(y)=D_0,$$
and for $n\ge1$
$$(x-y)p_n(x)p_n(y)=D_n+a_n\bigl(p_{n-1}(x)p_n(y)-p_n(x)p_{n-1}(y)\bigr)=D_n-D_{n-1}.$$
Summing from $0$ to $N$ gives the Christoffel–Darboux identity
$$(x-y)K(x,y)=a_{N+1}\bigl(p_{N+1}(x)p_N(y)-p_N(x)p_{N+1}(y)\bigr).$$

The theorem `christoffel_darboux` carries out this sum by induction. In each step `hx` and `hy` are the recurrence at the two points, and `linear_combination` adds them to the induction hypothesis with the multipliers used above. Orthonormality plays no part.

If $x_i\ne x_j$ are both roots of $p_{N+1}$, the right-hand side vanishes at $x=x_i$, $y=x_j$. Dividing by $x_i-x_j$ gives $K(x_i,x_j)=0$, which is the step `hoff` inside `mesh_basis`.

On the diagonal, differentiate the identity with respect to $x$ and then set $x=y$:
$$K(y,y)=a_{N+1}\bigl(p_{N+1}'(y)p_N(y)-p_N'(y)p_{N+1}(y)\bigr).$$
This is `kernel_diagonal`, which first turns the pointwise identity into an equality of polynomials so that it can be differentiated.

If $p_0=c\ne0$, then $K(y,y)=\sum_n p_n(y)^2\ge c^2>0$, as `kernel_pos` records. A real root of $p_{N+1}$ at which $p_{N+1}'$ also vanished would give $K(y,y)=0$. Hence every real root is simple (`root_simple`). The main theorem does not use this fact, since it takes distinct roots as given.

## Orthonormality turns overlaps into kernel values

Let $q=\sum_{n=0}^{N}d_np_n$ with real coefficients $d_n$. By linearity and orthonormality,
$$L\bigl(K(\cdot,y)\,q\bigr)=\sum_{m,n}p_m(y)\,d_n\,L(p_mp_n)=\sum_n d_np_n(y)=q(y).$$
The theorem `kernel_reproducing` proves this by expanding the product into a double sum and using `sum_eq_single` to keep the term $n=m$. Its own `N` counts the polynomials, so the main theorem applies it with `N + 1`.

Now choose $q=K(\cdot,z)$, that is, $d_n=p_n(z)$. Then
$$L\bigl(K(\cdot,y)K(\cdot,z)\bigr)=K(y,z),$$
which appears as `hL` at the mesh points. It follows that
$$L(f_if_j)=\frac{K(x_i,x_j)}{\sqrt{K(x_i,x_i)K(x_j,x_j)}},\qquad f_i(x_j)=\frac{K(x_j,x_i)}{\sqrt{K(x_i,x_i)}}.$$
For $i\ne j$ both numerators vanish. For $i=j$ the results are $1$ and $\sqrt{K(x_i,x_i)}$.

The square roots are positive because $1=L(p_0^2)=c^2L(1)$ forces $c\ne0$, after which `kernel_pos` applies. The final `by_cases` in Lean separates the cases $i=j$ and $i\ne j$.

## Two mesh points, and a pair that fails

The theorem `mesh_basis_witness` checks the hypotheses for $N=1$ with $p_0=1$, $p_1=x$, $p_2=x^2-1$ and
$$L(q)=\frac{q(-2)+6q(0)+q(2)}{8}.$$
Here $L(1)=1$, $L(x)=0$ and $L(x^2)=1$, so $p_0$ and $p_1$ are orthonormal. The recurrence holds with $a_n=1$ and $b_n=0$. The kernel is $K(x,y)=1+xy$, and the roots $\pm1$ give the normalised functions
$$f_{\pm}(x)=\frac{1\pm x}{\sqrt2}.$$
Each vanishes at the other's centre and equals $\sqrt2$ at its own. Their overlap is $L(1-x^2)/2=0$.

Now keep $L$, $p_0$ and $p_1$, but replace $p_2$ by $x^2-x$, whose roots $0$ and $1$ are also real and distinct. Every hypothesis survives except the recurrence. Its first line, $x=a_1x+b_0$, requires $a_1=1$, whereas the constant term of
$$x^2=a_2(x^2-x)+b_1x+a_1$$
requires $a_1=0$.

The functions centred at $0$ and $1$ are $1$ and $(1+x)/\sqrt2$. Their overlap is $1/\sqrt2$, and neither vanishes at the other's centre. Distinct real roots are therefore not enough, and the recurrence hypothesis cannot simply be dropped.
